# The second moment bounds the band energy of a traceless real symmetric Hamiltonian from below

When atoms come together in a metal, their orbitals mix, the levels spread into a band, and electrons gain energy by filling the lower part of it. For independent electrons, the total energy of the filled levels, the band energy, follows from the eigenvalues of the Hamiltonian. The sum of its squared matrix elements requires no diagonalisation and can be computed directly from the on-site energies and the hoppings. How much does that sum say about the band energy?

## Levels, filling and the second moment

Take N orthonormal orbitals and a real symmetric N × N matrix H. Its diagonal entries are on-site energies and its off-diagonal entries are hoppings. Let λₖ be its eigenvalues, counted with multiplicity. With one electron in each level below zero, the band energy is

E = ∑ₖ λₖ, summed over the k with λₖ < 0.

The zero of energy is the Fermi level. We also assume tr H = 0, which places the mean on-site energy, and so the mean of the levels, at that same zero. When all on-site energies are zero, −E is the energy gained by mixing, compared with the same number of electrons in the unmixed orbitals. When they differ, E can be negative without any hopping: H = diag(1, −1) has E = −1. The second moment is

tr H² = ∑ᵢ ∑ⱼ Hᵢⱼ²,

and the part of it that belongs to orbital i is μᵢ = ∑ⱼ Hᵢⱼ², which includes the on-site term j = i.

## Two lower bounds and one equality condition

For every such H,

E ≥ −½ √(N tr H²),

with equality exactly when H² = c·1 for some real c. There is also a bound resolved by orbital:

E ≥ −½ ∑ᵢ √μᵢ.

In Lean, the orbitals form a finite type `n`, and N is `Fintype.card n`. For a real matrix, `hH : H.IsHermitian` says that H is symmetric, and `htr : trace H = 0` is the trace condition. The levels are `hH.eigenvalues`, and `bandEnergy hH` is the sum over the negative ones. The three statements are `bandEnergy_ge`, `bandEnergy_eq_bound_iff` and `bandEnergy_ge_local`.

Spin degeneracy would multiply E by two. The model has no overlap matrix, no electron–electron interaction, no repulsive energy between atoms and no infinite crystal. The electron number is not prescribed but follows from the Fermi level. Any other choice of singly occupied levels has a sum at least as large as E, so the lower bounds hold for it as well.

The trace condition matters: for a negative trace the first bound can fail, as the 1 × 1 matrix H = (−1) shows, with E = −1 and a right-hand side of −½.

Second-moment potentials give each atom a bonding energy proportional to the square root of a sum of squared hoppings. In this non-interacting, finite model, the second bound takes that form when each atom has one orbital and the on-site energies are zero, but as a limit on the band energy, not as an estimate of it.

## From the eigenvalues to the square root

Diagonalise H with an orthogonal matrix U whose column k is mode k, and let Λ be the diagonal matrix of the λₖ:

H = U Λ Uᵀ, U Uᵀ = Uᵀ U = 1.

Then H² = U Λ Uᵀ U Λ Uᵀ = U Λ² Uᵀ. Taking the trace gives

tr H² = ∑ₖ λₖ².

Multiplying H² = c·1 by Uᵀ on the left and U on the right gives Λ² = c·1, and the step can be reversed. So H² = c·1 exactly when λₖ² = c for every k.

Each level contributes (λₖ − |λₖ|)/2 to E: this is λₖ if λₖ is negative and zero otherwise. Since ∑ₖ λₖ = tr H = 0,

E = −½ S, where S = ∑ₖ |λₖ|.

The Cauchy–Schwarz inequality, applied to the numbers |λₖ| and a list of ones, gives

S² ≤ N ∑ₖ λₖ² = N tr H²,

and the first bound follows.

For equality, expand a sum of squares:

∑ₖ (N|λₖ| − S)² = N² ∑ₖ λₖ² − 2N S² + N S² = N (N tr H² − S²).

If the bound is attained, the right-hand side vanishes, so every square on the left vanishes. Hence |λₖ| = S/N for every k, and H² = (S/N)²·1. Conversely, if λₖ² = c for all k, then |λₖ| = √c and S = N√c = √(N · Nc) = √(N tr H²). With no orbitals at all, both sides of the bound are zero and the matrix condition holds trivially.

## The same argument on each orbital

The rows and columns of U are normalised:

∑ₖ Uᵢₖ² = 1 for each i, and ∑ᵢ Uᵢₖ² = 1 for each k.

Because H is symmetric, μᵢ is the diagonal element (H²)ᵢᵢ, so

μᵢ = ∑ₖ λₖ² Uᵢₖ².

Write |λₖ| Uᵢₖ² as (|λₖ| Uᵢₖ) · Uᵢₖ and apply Cauchy–Schwarz to the sum over k:

(∑ₖ |λₖ| Uᵢₖ²)² ≤ (∑ₖ λₖ² Uᵢₖ²)(∑ₖ Uᵢₖ²) = μᵢ.

Take square roots and sum over i. On the left, the column normalisation leaves S, so S ≤ ∑ᵢ √μᵢ. Multiplying by −½ gives the second bound.

## A dimer and a three-site chain

For two sites with zero on-site energies and hopping t, H² = t²·1. The bound is attained:

E = −½ √(2 · 2t²) = −|t|.

Now take three sites in a row, with zero on-site energies and both hoppings equal to 1. The eigenvalues are −√2, 0 and √2, so E = −√2 ≈ −1.414. The local second moments are 1, 2 and 1, and tr H² = 4. The two bounds are

−½ √(3 · 4) = −√3 ≈ −1.732,

−½ (1 + √2 + 1) ≈ −1.707.

Both lie below E. The first is not attained, in agreement with the equality condition: the squared eigenvalues are 2, 0 and 2, which are not all equal.

## The bounds in Lean

```lean
import Mathlib

open Matrix

namespace SecondMomentTightBinding

noncomputable section

variable {n : Type*} [Fintype n] [DecidableEq n] {H : Matrix n n ℝ}

/-- The band energy of a real symmetric Hamiltonian: the sum of its negative eigenvalues,
counted with multiplicity. -/
def bandEnergy (hH : H.IsHermitian) : ℝ :=
  ∑ k with hH.eigenvalues k < 0, hH.eigenvalues k

/-- A real symmetric Hamiltonian is diagonalised by an orthogonal matrix `U`, and the same
matrix diagonalises its square, with squared eigenvalues. -/
theorem exists_modes (hH : H.IsHermitian) :
    ∃ U : Matrix n n ℝ, U * Uᵀ = 1 ∧ Uᵀ * U = 1 ∧
      H = U * diagonal hH.eigenvalues * Uᵀ ∧
      H * H = U * diagonal (fun k => hH.eigenvalues k ^ 2) * Uᵀ := by
  obtain ⟨U, h1, h2, h3⟩ : ∃ U : Matrix n n ℝ, U * Uᵀ = 1 ∧ Uᵀ * U = 1 ∧
      H = U * diagonal hH.eigenvalues * Uᵀ := by
    refine ⟨hH.eigenvectorUnitary, ?_, ?_, ?_⟩
    · rw [← conjTranspose_eq_transpose_of_trivial, ← star_eq_conjTranspose]
      exact mem_unitaryGroup_iff.mp hH.eigenvectorUnitary.2
    · rw [← conjTranspose_eq_transpose_of_trivial, ← star_eq_conjTranspose]
      exact mem_unitaryGroup_iff'.mp hH.eigenvectorUnitary.2
    · have h := hH.spectral_theorem
      rw [Unitary.conjStarAlgAut_apply] at h
      rw [← conjTranspose_eq_transpose_of_trivial, ← star_eq_conjTranspose]
      exact h
  refine ⟨U, h1, h2, h3, ?_⟩
  calc H * H = (U * diagonal hH.eigenvalues * Uᵀ) * (U * diagonal hH.eigenvalues * Uᵀ) := by
        rw [← h3]
    _ = U * diagonal hH.eigenvalues * (Uᵀ * U) * diagonal hH.eigenvalues * Uᵀ := by
        simp only [mul_assoc]
    _ = U * (diagonal hH.eigenvalues * diagonal hH.eigenvalues) * Uᵀ := by
        rw [h2, mul_one]
        simp only [mul_assoc]
    _ = U * diagonal (fun k => hH.eigenvalues k ^ 2) * Uᵀ := by
        simp only [diagonal_mul_diagonal, pow_two]

/-- The second moment `tr H²` of a real symmetric Hamiltonian is the sum of its squared
eigenvalues. -/
theorem secondMoment_eq (hH : H.IsHermitian) :
    trace (H * H) = ∑ k, hH.eigenvalues k ^ 2 := by
  obtain ⟨U, -, h2, -, h4⟩ := exists_modes hH
  rw [h4, trace_mul_comm, ← mul_assoc, h2, one_mul, trace_diagonal]

/-- The square of a real symmetric Hamiltonian is `c` times the identity exactly when every
eigenvalue squares to `c`. -/
theorem sq_eq_smul_one_iff (hH : H.IsHermitian) (c : ℝ) :
    H * H = c • (1 : Matrix n n ℝ) ↔ ∀ k, hH.eigenvalues k ^ 2 = c := by
  obtain ⟨U, h1, h2, -, h4⟩ := exists_modes hH
  constructor
  · intro h k
    -- rotate `H²` back to the eigenbasis
    have hd : diagonal (fun k => hH.eigenvalues k ^ 2) = c • (1 : Matrix n n ℝ) := by
      calc diagonal (fun k => hH.eigenvalues k ^ 2)
          = (Uᵀ * U) * diagonal (fun k => hH.eigenvalues k ^ 2) * (Uᵀ * U) := by
            rw [h2, one_mul, mul_one]
        _ = Uᵀ * (U * diagonal (fun k => hH.eigenvalues k ^ 2) * Uᵀ) * U := by
            simp only [mul_assoc]
        _ = c • (1 : Matrix n n ℝ) := by
            rw [← h4, h, Matrix.mul_smul, mul_one, Matrix.smul_mul, h2]
    have hk := congrFun (congrFun hd k) k
    simpa using hk
  · intro h
    have hf : (fun k => hH.eigenvalues k ^ 2) = fun _ => c := funext h
    rw [h4, hf, ← smul_one_eq_diagonal, Matrix.mul_smul, mul_one, Matrix.smul_mul, h1]

/-- For a traceless real symmetric Hamiltonian the band energy is minus half the sum of the
absolute values of the eigenvalues. -/
theorem bandEnergy_eq (hH : H.IsHermitian) (htr : trace H = 0) :
    bandEnergy hH = -(1 / 2) * ∑ k, |hH.eigenvalues k| := by
  have h0 : ∑ k, hH.eigenvalues k = 0 := by
    have h := hH.trace_eq_sum_eigenvalues
    rw [htr] at h
    exact h.symm
  have h : bandEnergy hH = ∑ k, (hH.eigenvalues k - |hH.eigenvalues k|) / 2 := by
    unfold bandEnergy
    rw [Finset.sum_filter]
    refine Finset.sum_congr rfl fun k _ => ?_
    split_ifs with hk
    · rw [abs_of_neg hk]; ring
    · rw [abs_of_nonneg (not_lt.mp hk)]; ring
  rw [h, ← Finset.sum_div, Finset.sum_sub_distrib, h0]
  ring

/-- **Second-moment bound.** For a traceless real symmetric Hamiltonian on `N` orbitals the
band energy is at least `-½ √(N tr H²)`. -/
theorem bandEnergy_ge (hH : H.IsHermitian) (htr : trace H = 0) :
    -(1 / 2) * √(Fintype.card n * trace (H * H)) ≤ bandEnergy hH := by
  rw [bandEnergy_eq hH htr, secondMoment_eq hH]
  have hcs := Finset.sum_mul_sq_le_sq_mul_sq Finset.univ
    (fun _ : n => (1 : ℝ)) (fun k => |hH.eigenvalues k|)
  simp only [one_mul, one_pow, sq_abs, Finset.sum_const, Finset.card_univ, nsmul_eq_mul,
    mul_one] at hcs
  have := (le_abs_self _).trans (Real.abs_le_sqrt hcs)
  linarith

/-- **Equality case.** For a traceless real symmetric Hamiltonian the second-moment bound is
attained exactly when `H²` is a scalar multiple of the identity. -/
theorem bandEnergy_eq_bound_iff (hH : H.IsHermitian) (htr : trace H = 0) :
    bandEnergy hH = -(1 / 2) * √(Fintype.card n * trace (H * H)) ↔
      ∃ c : ℝ, H * H = c • (1 : Matrix n n ℝ) := by
  simp only [sq_eq_smul_one_iff hH]
  rw [bandEnergy_eq hH htr, secondMoment_eq hH]
  constructor
  · intro h
    obtain ⟨S, hS⟩ : ∃ S, ∑ k, |hH.eigenvalues k| = S := ⟨_, rfl⟩
    rw [hS] at h
    have hSq : S ^ 2 = Fintype.card n * ∑ k, hH.eigenvalues k ^ 2 := by
      have h' : S = √(Fintype.card n * ∑ k, hH.eigenvalues k ^ 2) := by linarith
      rw [h', Real.sq_sqrt (by positivity)]
    -- the spread of the absolute eigenvalues about their mean vanishes
    have hvar : ∑ k, ((Fintype.card n : ℝ) * |hH.eigenvalues k| - S) ^ 2 = 0 := by
      have hk : ∀ k, ((Fintype.card n : ℝ) * |hH.eigenvalues k| - S) ^ 2 =
          (Fintype.card n : ℝ) ^ 2 * hH.eigenvalues k ^ 2
            - 2 * Fintype.card n * S * |hH.eigenvalues k| + S ^ 2 := by
        intro k
        rw [← sq_abs (hH.eigenvalues k)]
        ring
      rw [Finset.sum_congr rfl fun k _ => hk k, Finset.sum_add_distrib,
        Finset.sum_sub_distrib, ← Finset.mul_sum, ← Finset.mul_sum, hS, Finset.sum_const,
        Finset.card_univ, nsmul_eq_mul]
      linear_combination (-(Fintype.card n : ℝ)) * hSq
    refine ⟨(S / Fintype.card n) ^ 2, fun k => ?_⟩
    have hz := (Finset.sum_eq_zero_iff_of_nonneg fun k _ => sq_nonneg _).mp hvar k
      (Finset.mem_univ k)
    have hN : (Fintype.card n : ℝ) ≠ 0 :=
      Nat.cast_ne_zero.mpr (Fintype.card_pos_iff.mpr ⟨k⟩).ne'
    have hl : |hH.eigenvalues k| = S / Fintype.card n := by
      rw [eq_div_iff hN]
      linarith [pow_eq_zero_iff (two_ne_zero) |>.mp hz]
    rw [← hl, sq_abs]
  · rintro ⟨c, hc⟩
    have ha : ∀ k, |hH.eigenvalues k| = √c := fun k => by
      rw [← hc k, Real.sqrt_sq_eq_abs]
    rw [Finset.sum_congr rfl fun k _ => ha k, Finset.sum_congr rfl fun k _ => hc k]
    simp only [Finset.sum_const, Finset.card_univ, nsmul_eq_mul]
    rw [← mul_assoc (Fintype.card n : ℝ), Real.sqrt_mul (by positivity),
      Real.sqrt_mul_self (Nat.cast_nonneg _)]

/-- **Site-resolved bound.** For a traceless real symmetric Hamiltonian the band energy is at
least minus half the sum over sites of the square root of the local second moment
`∑ⱼ Hᵢⱼ²`. -/
theorem bandEnergy_ge_local (hH : H.IsHermitian) (htr : trace H = 0) :
    -(1 / 2) * ∑ i, √(∑ j, H i j ^ 2) ≤ bandEnergy hH := by
  obtain ⟨U, h1, h2, -, h4⟩ := exists_modes hH
  have hrow : ∀ i, ∑ k, U i k ^ 2 = 1 := fun i => by
    have h := congrFun (congrFun h1 i) i
    simpa only [mul_apply, transpose_apply, one_apply_eq, ← pow_two] using h
  have hcol : ∀ k, ∑ i, U i k ^ 2 = 1 := fun k => by
    have h := congrFun (congrFun h2 k) k
    simpa only [mul_apply, transpose_apply, one_apply_eq, ← pow_two] using h
  -- the local second moment, read in the eigenbasis
  have hloc : ∀ i, ∑ j, H i j ^ 2 = ∑ k, (|hH.eigenvalues k| * U i k) ^ 2 := fun i => by
    have h := congrFun (congrFun h4 i) i
    rw [mul_apply, mul_apply] at h
    simp only [mul_diagonal, transpose_apply] at h
    calc ∑ j, H i j ^ 2 = ∑ j, H i j * H j i := by
          refine Finset.sum_congr rfl fun j _ => ?_
          have hs : H j i = H i j := by simpa using hH.apply i j
          rw [hs, pow_two]
      _ = _ := h
      _ = _ := by
          refine Finset.sum_congr rfl fun k _ => ?_
          rw [mul_pow, sq_abs]
          ring
  -- Cauchy-Schwarz on each site
  have hsite : ∀ i, ∑ k, |hH.eigenvalues k| * U i k ^ 2 ≤ √(∑ j, H i j ^ 2) := fun i => by
    have hcs := Finset.sum_mul_sq_le_sq_mul_sq Finset.univ
      (fun k => |hH.eigenvalues k| * U i k) (fun k => U i k)
    rw [hrow i, mul_one, ← hloc i] at hcs
    simp only [mul_assoc, ← pow_two] at hcs
    exact (le_abs_self _).trans (Real.abs_le_sqrt hcs)
  have hsum : ∑ i, ∑ k, |hH.eigenvalues k| * U i k ^ 2 = ∑ k, |hH.eigenvalues k| := by
    rw [Finset.sum_comm]
    refine Finset.sum_congr rfl fun k _ => ?_
    rw [← Finset.mul_sum, hcol k, mul_one]
  have hle := Finset.sum_le_sum fun i (_ : i ∈ Finset.univ) => hsite i
  rw [hsum] at hle
  rw [bandEnergy_eq hH htr]
  linarith

/-- The Hamiltonian of a two-site dimer with hopping `t` and zero on-site energies. -/
def dimer (t : ℝ) : Matrix (Fin 2) (Fin 2) ℝ := !![0, t; t, 0]

/-- The dimer Hamiltonian is symmetric. -/
theorem dimer_isHermitian (t : ℝ) : (dimer t).IsHermitian := by
  ext i j
  fin_cases i <;> fin_cases j <;> simp [dimer]

/-- The dimer attains the second-moment bound, and its band energy is `-|t|`. -/
theorem bandEnergy_dimer (t : ℝ) :
    bandEnergy (dimer_isHermitian t) =
        -(1 / 2) * √(Fintype.card (Fin 2) * trace (dimer t * dimer t)) ∧
      bandEnergy (dimer_isHermitian t) = -|t| := by
  have htr : trace (dimer t) = 0 := by simp [dimer, trace_fin_two]
  have hsq : dimer t * dimer t = (t ^ 2) • (1 : Matrix (Fin 2) (Fin 2) ℝ) := by
    ext i j
    fin_cases i <;> fin_cases j <;> simp [dimer, mul_apply, Fin.sum_univ_succ, pow_two]
  have h := (bandEnergy_eq_bound_iff (dimer_isHermitian t) htr).mpr ⟨t ^ 2, hsq⟩
  refine ⟨h, ?_⟩
  have he : (Fintype.card (Fin 2) : ℝ) * trace (dimer t * dimer t) = (2 * t) ^ 2 := by
    rw [hsq, trace_smul, trace_one, Fintype.card_fin, smul_eq_mul]
    push_cast
    ring
  rw [h, he, Real.sqrt_sq_eq_abs, abs_mul, abs_two]
  ring

end

end SecondMomentTightBinding
```

```lean
#print axioms SecondMomentTightBinding.bandEnergy_ge
-- 'SecondMomentTightBinding.bandEnergy_ge' depends on axioms: [propext, Classical.choice, Quot.sound]
#print axioms SecondMomentTightBinding.bandEnergy_ge_local
-- 'SecondMomentTightBinding.bandEnergy_ge_local' depends on axioms: [propext, Classical.choice, Quot.sound]
#print axioms SecondMomentTightBinding.bandEnergy_dimer
-- 'SecondMomentTightBinding.bandEnergy_dimer' depends on axioms: [propext, Classical.choice, Quot.sound]
```

## How the lemmas carry the argument

`exists_modes` takes U from Mathlib's spectral theorem and obtains the formula for H² by cancelling Uᵀ U in the middle. `secondMoment_eq` then moves U around the trace cyclically. `sq_eq_smul_one_iff` rotates H² into the eigenbasis and reads off its diagonal entries; in the other direction it rotates a multiple of the identity back.

`bandEnergy_eq` splits each level by sign to obtain (λₖ − |λₖ|)/2, then uses the zero trace to remove the sum of the λₖ. In `bandEnergy_ge`, `Finset.sum_mul_sq_le_sq_mul_sq` is the Cauchy–Schwarz inequality, with the constant function 1 as one factor, and `Real.abs_le_sqrt` takes the square root.

The forward half of `bandEnergy_eq_bound_iff` squares the assumed equality to get `hSq`. The step `hvar` is the expanded sum of squares, shown to be zero by `linear_combination`. A sum of non-negative terms that vanishes has only zero terms, which fixes each |λₖ| at S/N. The value c = (S/N)² is chosen before any level is given, but it has to be checked only for a given level k, and then N is positive. With no levels there is nothing to check, and Lean's convention that division by zero gives zero keeps the expression defined. The reverse half substitutes |λₖ| = √c and simplifies the square root.

In `bandEnergy_ge_local`, `hrow` and `hcol` are the two normalisations, read from the diagonals of U Uᵀ and Uᵀ U. `hloc` expresses μᵢ through the modes, `hsite` is Cauchy–Schwarz on one orbital, and `hsum` exchanges the sums over i and k to recover S.

For the dimer, `dimer_isHermitian` checks symmetry entry by entry. `bandEnergy_dimer` never computes the eigenvalues: it verifies that H² = t²·1, applies the equality condition, and evaluates the square root to get −|t|.
